# Deleting a basis function never lowers the k-th level of a Hermitian matrix, but can move the gap either way

Let $A$ be a Hermitian $(n+1)\times(n+1)$ matrix with levels $E_0\le\dots\le E_n$. Delete one basis function, and let $F_k$ be the levels of the $n\times n$ matrix that remains. Then $E_k\le F_k$ for every $k<n$. The gap $E_1-E_0$ has no such fixed direction. Extend $\mathrm{diag}(0,1)$ by a function of energy $d>1$ that has coupling $c\neq0$ to one level only: the gap rises if that level is 0, and falls if it is 1 and $c^2<d$.

In a variational vibrational calculation with a finite orthonormal basis, this means that adding functions cannot raise the $k$-th computed level, counted from the lowest, while a transition energy may go up or down.

## Levels and modes

In Lean 4 with Mathlib:

```lean
import Mathlib

open Matrix

namespace VibrationalVariation

noncomputable section

variable {n : ℕ} {A : Matrix (Fin n) (Fin n) ℂ}
```

`A` is a complex square matrix. Its rows and columns are labelled by `Fin n`, the numbers $0,\dots,n-1$, so counting starts at zero throughout.

```lean
/-- The eigenvalues of a Hermitian matrix in increasing order, counted with multiplicity;
`level hA 0` is the lowest. -/
def level (hA : A.IsHermitian) (k : Fin n) : ℝ :=
  hA.eigenvalues (Tuple.sort hA.eigenvalues k)
```

`hA` is a proof that `A` is Hermitian, and `level hA k` is $E_k$. Degenerate levels are repeated.

```lean
/-- The normalised eigenvector that belongs to `level hA k`. -/
def mode (hA : A.IsHermitian) (k : Fin n) : Fin n → ℂ :=
  (hA.eigenvectorBasis (Tuple.sort hA.eigenvalues k)).ofLp
```

`mode hA k` is the matching normalised eigenvector $u_k$; together the modes form an orthonormal basis. A mode in this sense is an eigenvector of the matrix, not a normal mode of a molecule.

```lean
/-- A Hermitian matrix multiplies the amplitude on each mode by the level of that mode. -/
theorem amplitude_mulVec (hA : A.IsHermitian) (j : Fin n) (x : Fin n → ℂ) :
    star (mode hA j) ⬝ᵥ A *ᵥ x = (level hA j : ℂ) * (star (mode hA j) ⬝ᵥ x) := by
  have e : A *ᵥ mode hA j = (level hA j : ℂ) • mode hA j := by
    refine (hA.mulVec_eigenvectorBasis _).trans ?_
    ext i
    simp [mode, level]
  have s := congrArg star e
  rw [Matrix.star_mulVec, hA.eq] at s
  rw [Matrix.dotProduct_mulVec, s, star_smul, smul_dotProduct, smul_eq_mul,
    Complex.star_def, Complex.conj_ofReal]
```

Here `star x ⬝ᵥ y` is $x^\dagger y$ and `A *ᵥ x` is $Ax$. The statement is $u_j^\dagger Ax=E_j\,u_j^\dagger x$. By hand, take the adjoint of $Au_j=E_ju_j$, with $A^\dagger=A$ and $E_j$ real, and apply it to $x$. In the proof, `e` is the eigenvalue equation and `s` its adjoint.

```lean
/-- For any vector `x`, normalised or not, `x†Ax` is the sum of the levels weighted by the squared
amplitudes of `x` on the modes; `x†x` is the sum of these weights, and is positive if `x ≠ 0`. -/
theorem energy_and_norm (hA : A.IsHermitian) (x : Fin n → ℂ) :
    (star x ⬝ᵥ A *ᵥ x).re = ∑ i, level hA i * Complex.normSq (star (mode hA i) ⬝ᵥ x) ∧
    (star x ⬝ᵥ x).re = ∑ i, Complex.normSq (star (mode hA i) ⬝ᵥ x) ∧
    (x ≠ 0 → 0 < (star x ⬝ᵥ x).re) := by
  -- overlaps expand in the orthonormal modes
  have ov : ∀ y, star x ⬝ᵥ y =
      ∑ i, star (star (mode hA i) ⬝ᵥ x) * (star (mode hA i) ⬝ᵥ y) := by
    intro y
    have h := hA.eigenvectorBasis.sum_inner_mul_inner (WithLp.toLp 2 x) (WithLp.toLp 2 y)
    simp only [EuclideanSpace.inner_eq_star_dotProduct] at h
    refine (dotProduct_comm _ _).trans (h.symm.trans ?_)
    refine (Equiv.sum_comp (Tuple.sort hA.eigenvalues) _).symm.trans ?_
    refine Finset.sum_congr rfl fun i _ => ?_
    change (mode hA i ⬝ᵥ star x) * (y ⬝ᵥ star (mode hA i)) = _
    rw [← Matrix.star_dotProduct, dotProduct_comm (star x), dotProduct_comm y]
  refine ⟨?_, ?_, fun hx => ?_⟩
  · rw [ov (A *ᵥ x), Complex.re_sum]
    refine Finset.sum_congr rfl fun i _ => ?_
    rw [amplitude_mulVec]
    simp only [Complex.star_def, Complex.mul_re, Complex.mul_im, Complex.conj_re,
      Complex.conj_im, Complex.ofReal_re, Complex.ofReal_im, Complex.normSq_apply]
    ring
  · rw [ov x, Complex.re_sum]
    refine Finset.sum_congr rfl fun i _ => ?_
    simp only [Complex.star_def, Complex.mul_re, Complex.conj_re,
      Complex.conj_im, Complex.normSq_apply]
    ring
  · obtain ⟨i, hi⟩ := Function.ne_iff.mp hx
    have h : (star x ⬝ᵥ x).re = ∑ i, Complex.normSq (x i) := by
      simp [dotProduct, Complex.normSq_apply]
    rw [h]
    exact Finset.sum_pos' (fun i _ => Complex.normSq_nonneg _)
      ⟨i, Finset.mem_univ i, Complex.normSq_pos.mpr hi⟩
```

For any vector $x$, normalised or not,
$$x^\dagger Ax=\sum_i E_i|u_i^\dagger x|^2,\qquad x^\dagger x=\sum_i|u_i^\dagger x|^2 .$$
For $x\ne0$ the energy expectation value is the first divided by the second. Both follow from completeness, $x^\dagger y=\sum_i(u_i^\dagger x)^*(u_i^\dagger y)$, which is `ov`: set $y=Ax$ and use the previous result, then set $y=x$. The third part says that $x^\dagger x>0$ if $x\ne0$, because some component is nonzero.

## Restricting the basis

```lean
/-- Restricting a Hermitian matrix to the span of `m` orthonormal vectors, the columns of `V`,
never lowers the k-th lowest level. -/
theorem level_le_truncated {m : ℕ} (hmn : m ≤ n) (hA : A.IsHermitian)
    {V : Matrix (Fin n) (Fin m) ℂ} (hV : Vᴴ * V = 1) {B : Matrix (Fin m) (Fin m) ℂ}
    (hB : B.IsHermitian) (hBV : B = Vᴴ * A * V) (k : Fin m) :
    level hA (Fin.castLE hmn k) ≤ level hB k := by
  -- row k of the matrix of conditions is empty, so some nonzero y meets them all
  let M : Matrix (Fin m) (Fin m) ℂ := fun j =>
    if j < k then star (mode hA (Fin.castLE hmn j)) ᵥ* V
    else if k < j then star (mode hB j) else 0
  obtain ⟨y, hy0, hy⟩ : ∃ y, y ≠ 0 ∧ M *ᵥ y = 0 :=
    Matrix.exists_mulVec_eq_zero_iff.mpr
      (Matrix.det_eq_zero_of_row_eq_zero k fun j => by simp [M])
  -- y has the same energy and norm in both spaces
  have hE : star y ⬝ᵥ B *ᵥ y = star (V *ᵥ y) ⬝ᵥ A *ᵥ (V *ᵥ y) := by
    rw [hBV, Matrix.star_mulVec, ← Matrix.dotProduct_mulVec]
    simp only [Matrix.mulVec_mulVec, Matrix.mul_assoc]
  have hN : star (V *ᵥ y) ⬝ᵥ (V *ᵥ y) = star y ⬝ᵥ y := by
    rw [Matrix.star_mulVec, ← Matrix.dotProduct_mulVec, Matrix.mulVec_mulVec, hV,
      Matrix.one_mulVec]
  have lo : level hA (Fin.castLE hmn k) * (star (V *ᵥ y) ⬝ᵥ (V *ᵥ y)).re
      ≤ (star (V *ᵥ y) ⬝ᵥ A *ᵥ (V *ᵥ y)).re := by
    rw [(energy_and_norm hA _).1, (energy_and_norm hA _).2.1, Finset.mul_sum]
    refine Finset.sum_le_sum fun i _ => ?_
    rcases lt_or_ge i (Fin.castLE hmn k) with h | h
    · have e : M ⟨i, lt_trans h k.2⟩ = star (mode hA i) ᵥ* V := if_pos h
      have h0 : star (mode hA i) ⬝ᵥ V *ᵥ y = 0 := by
        rw [Matrix.dotProduct_mulVec, ← e]
        exact congrFun hy _
      simp [h0]
    · exact mul_le_mul_of_nonneg_right (Tuple.monotone_sort hA.eigenvalues h)
        (Complex.normSq_nonneg _)
  have hi : (star y ⬝ᵥ B *ᵥ y).re ≤ level hB k * (star y ⬝ᵥ y).re := by
    rw [(energy_and_norm hB _).1, (energy_and_norm hB _).2.1, Finset.mul_sum]
    refine Finset.sum_le_sum fun j _ => ?_
    rcases lt_or_ge k j with h | h
    · have e : M j = star (mode hB j) := (if_neg (lt_asymm h)).trans (if_pos h)
      have h0 : star (mode hB j) ⬝ᵥ y = 0 := by
        rw [← e]
        exact congrFun hy _
      simp [h0]
    · exact mul_le_mul_of_nonneg_right (Tuple.monotone_sort hB.eigenvalues h)
        (Complex.normSq_nonneg _)
  rw [hN, ← hE] at lo
  exact le_of_mul_le_mul_right (lo.trans hi) ((energy_and_norm hB y).2.2 hy0)
```

The $m$ columns of $V$ are orthonormal, $V^\dagger V=1$, and $B=V^\dagger AV$ is the truncated matrix, with levels $F_j$ and modes $v_j$. `Fin.castLE hmn k` is the same number $k$, read as a label of the larger matrix. The claim is $E_k\le F_k$.

Look for $y\ne0$ with
$$u_j^\dagger Vy=0\ \ (j<k),\qquad v_j^\dagger y=0\ \ (j>k).$$
These are $m-1$ linear conditions on $m$ unknowns, so such a $y$ exists. The proof stacks them in a square matrix `M` whose row $k$ is zero; its determinant therefore vanishes.

The vector $Vy$ contains only modes of $A$ from $k$ upwards, and $y$ only modes of $B$ up to $k$. The weighted sums then give
$$E_k\,y^\dagger y\le (Vy)^\dagger A(Vy)=y^\dagger By\le F_k\,y^\dagger y .$$
The outer inequalities are `lo` and `hi`. The equality in the middle is `hE`, and `hN` is $(Vy)^\dagger(Vy)=y^\dagger y$. Division by $y^\dagger y>0$ finishes the argument.

```lean
/-- Deleting one basis function `p` from a Hermitian matrix never lowers the k-th lowest
level. -/
theorem level_le_delete {A : Matrix (Fin (n + 1)) (Fin (n + 1)) ℂ} (hA : A.IsHermitian)
    (p : Fin (n + 1)) (k : Fin n) :
    level hA k.castSucc ≤ level (hA.submatrix p.succAbove) k := by
  refine level_le_truncated (Nat.le_succ n) hA
    (V := (1 : Matrix (Fin (n + 1)) (Fin (n + 1)) ℂ).submatrix id p.succAbove) ?_ _ ?_ k
  · rw [Matrix.conjTranspose_submatrix, Matrix.conjTranspose_one,
      ← Matrix.submatrix_mul _ _ _ id _ Function.bijective_id, one_mul,
      Matrix.submatrix_one _ Fin.succAbove_right_injective]
  · rw [Matrix.conjTranspose_submatrix, Matrix.conjTranspose_one]
    ext i j
    simp [Matrix.mul_apply, Matrix.one_apply]
```

`p.succAbove` runs through all labels except $p$, so `hA.submatrix p.succAbove` refers to $A$ without row and column $p$. Take $V$ to be the identity matrix without column $p$. Then $V^\dagger V=1$ and $V^\dagger AV$ is that submatrix, which are the two points checked.

The theorem bounds $F_k$ from below. The upper bound $F_k\le E_{k+1}$, which would complete Cauchy's interlacing theorem, is not stated here; it follows by applying the same theorem to $-A$, whose levels are those of $A$ with the sign and the order reversed. Both sides are levels of finite matrices; their distance from the exact vibrational levels is another question.

## Recognising the levels from the secular equation

```lean
/-- If `n` strictly increasing numbers are roots of the secular determinant of a Hermitian
`n` by `n` matrix, they are its levels in order. -/
theorem level_eq (hA : A.IsHermitian) {ε : Fin n → ℝ} (hε : StrictMono ε)
    (h : ∀ i, (A - Matrix.diagonal fun _ => (ε i : ℂ)).det = 0) : level hA = ε := by
  have key : ∀ i, ∃ j, level hA j = ε i := by
    intro i
    by_contra hne
    obtain ⟨w, hw, e⟩ := Matrix.exists_mulVec_eq_zero_iff.mpr (h i)
    have ew : A *ᵥ w = (ε i : ℂ) • w := by
      funext j
      have ej := congrFun e j
      rw [Matrix.sub_mulVec, Pi.sub_apply, Matrix.mulVec_diagonal, Pi.zero_apply] at ej
      exact sub_eq_zero.mp ej
    -- an eigenvector has no amplitude on modes of another energy
    have h0 : ∀ j, star (mode hA j) ⬝ᵥ w = 0 := by
      intro j
      have a := amplitude_mulVec hA j w
      rw [ew, dotProduct_smul, smul_eq_mul] at a
      rcases mul_eq_mul_right_iff.mp a with h1 | h1
      · exact absurd ⟨j, (Complex.ofReal_injective h1).symm⟩ hne
      · exact h1
    have hp := (energy_and_norm hA w).2.2 hw
    rw [(energy_and_norm hA _).2.1] at hp
    simp [h0] at hp
  choose σ hσ using key
  -- the assignment of levels preserves order, so it is the identity
  have hs : StrictMono σ := fun i j hij =>
    (Tuple.monotone_sort hA.eigenvalues).reflect_lt
      (show level hA (σ i) < level hA (σ j) by rw [hσ, hσ]; exact hε hij)
  have hid : σ = id := (hs.range_inj strictMono_id).mp (by
    rw [(Finite.injective_iff_surjective.mp hs.injective).range_eq, Set.range_id])
  funext i
  simpa [hid] using hσ i
```

Suppose that $\varepsilon_0<\dots<\varepsilon_{n-1}$ all satisfy $\det(A-\varepsilon_i)=0$. Then $\varepsilon_i=E_i$.

Each root has a vector $w\ne0$ with $Aw=\varepsilon_iw$, hence $(E_j-\varepsilon_i)\,u_j^\dagger w=0$ for all $j$. If no level equalled $\varepsilon_i$, every amplitude of $w$ would vanish, and so would its norm. So $\varepsilon_i=E_{\sigma(i)}$ for some labels $\sigma(i)$. Since $\sigma$ is strictly increasing from $n$ labels to the same $n$ labels, it is the identity.

## One added function, two directions for the gap

```lean
/-- The lowest excitation energy: the second level minus the lowest. -/
def gap {A : Matrix (Fin (n + 2)) (Fin (n + 2)) ℂ} (hA : A.IsHermitian) : ℝ :=
  level hA 1 - level hA 0
```

`gap` is $E_1-E_0$. The size `n + 2` guarantees two levels.

```lean
/-- The matrix diag(0,1) extended by a function of energy `d`, coupled by `a` to level 0 and
by `b` to level 1. -/
def extended (a b d : ℝ) : Matrix (Fin 3) (Fin 3) ℂ :=
  !![0, 0, (a : ℂ); 0, 1, (b : ℂ); (a : ℂ), (b : ℂ), (d : ℂ)]
```

With real couplings $a$ and $b$, the matrix is
$$\begin{pmatrix}0&0&a\\0&1&b\\a&b&d\end{pmatrix}.$$
The original spacing is the unit of energy.

```lean
/-- The extended matrix is Hermitian. -/
theorem extended_isHermitian (a b d : ℝ) : (extended a b d).IsHermitian :=
  Matrix.IsHermitian.ext fun i j => by
    fin_cases i <;> fin_cases j <;> simp [extended]
```

The matrix is real and symmetric; the proof checks all nine entries.

```lean
/-- Deleting the added function leaves diag(0,1), whose gap is 1. -/
theorem gap_delete (a b d : ℝ) :
    (extended a b d).submatrix (Fin.succAbove 2) (Fin.succAbove 2) = !![0, 0; 0, 1] ∧
    gap ((extended_isHermitian a b d).submatrix (Fin.succAbove 2)) = 1 := by
  have hM : (extended a b d).submatrix (Fin.succAbove 2) (Fin.succAbove 2)
      = !![0, 0; 0, 1] := by
    ext i j
    fin_cases i <;> fin_cases j <;> rfl
  have hl : level ((extended_isHermitian a b d).submatrix (Fin.succAbove 2)) = ![0, 1] := by
    refine level_eq _ (Fin.strictMono_iff_lt_succ.2
      (Fin.forall_fin_one.2 (zero_lt_one : (0 : ℝ) < 1))) fun i => ?_
    rw [hM]
    fin_cases i <;> simp [Matrix.det_fin_two]
  exact ⟨hM, by simp [gap, hl]⟩
```

Deleting label 2, the added function, returns $\mathrm{diag}(0,1)$, with gap 1.

```lean
/-- A real root `x` of the cubic secular equation makes the secular determinant of the extended
matrix vanish. -/
theorem secular_det (a b d x : ℝ)
    (hx : x * ((1 - x) * (d - x) - b ^ 2) + a ^ 2 * (1 - x) = 0) :
    (extended a b d - Matrix.diagonal fun _ => (x : ℂ)).det = 0 := by
  have hx' : (x : ℂ) * ((1 - x) * (d - x) - b ^ 2) + a ^ 2 * (1 - x) = 0 := by
    exact_mod_cast hx
  have e : (extended a b d - Matrix.diagonal fun _ => (x : ℂ)).det
      = -((x : ℂ) * ((1 - x) * (d - x) - b ^ 2) + a ^ 2 * (1 - x)) := by
    rw [Matrix.det_fin_three]
    simp [extended]
    ring
  rw [e, hx', neg_zero]
```

Expanding the determinant gives
$$\det(\cdot-x)=-\big[x\big((1-x)(d-x)-b^2\big)+a^2(1-x)\big],$$
so a root of the bracket is a root of the determinant.

```lean
/-- Two energies `a < d` with coupling `c ≠ 0` repel: the secular equation has one root below
`a` and one above `d`. -/
theorem secular_roots {a d c : ℝ} (had : a < d) (hc : c ≠ 0) :
    ∃ r s : ℝ, r < a ∧ d < s ∧ (r - a) * (r - d) = c ^ 2 ∧ (s - a) * (s - d) = c ^ 2 := by
  have hp : 0 < c ^ 2 := by positivity
  have ht : √((d - a) ^ 2 + 4 * c ^ 2) ^ 2 = (d - a) ^ 2 + 4 * c ^ 2 :=
    Real.sq_sqrt (by positivity)
  have hlt : d - a < √((d - a) ^ 2 + 4 * c ^ 2) := Real.lt_sqrt_of_sq_lt (by linarith)
  generalize √((d - a) ^ 2 + 4 * c ^ 2) = t at ht hlt
  exact ⟨(a + d - t) / 2, (a + d + t) / 2, by linarith, by linarith,
    by linear_combination ht / 4, by linear_combination ht / 4⟩
```

Here `a` is an energy, not a coupling. The equation $(x-a)(x-d)=c^2$ has the roots $\tfrac12(a+d\mp t)$ with $t=\sqrt{(d-a)^2+4c^2}$. Since $t>d-a$, one root $r$ lies below $a$ and the other, $s$, above $d$.

```lean
/-- Extend diag(0,1) by a function of energy `d > 1` with coupling `c ≠ 0` to one level only.
The gap rises if that level is 0, and falls if it is 1 and `c² < d`. -/
theorem gap_not_variational {c d : ℝ} (hc : c ≠ 0) (hd : 1 < d) :
    gap ((extended_isHermitian c 0 d).submatrix (Fin.succAbove 2))
      < gap (extended_isHermitian c 0 d) ∧
    (c ^ 2 < d → gap (extended_isHermitian 0 c d)
      < gap ((extended_isHermitian 0 c d).submatrix (Fin.succAbove 2))) := by
  rw [(gap_delete c 0 d).2, (gap_delete 0 c d).2]
  constructor
  · obtain ⟨r, s, hr, hs, er, es⟩ := secular_roots (show (0 : ℝ) < d by linarith) hc
    have hl : level (extended_isHermitian c 0 d) = ![r, 1, s] := by
      refine level_eq _ (Fin.strictMono_iff_lt_succ.2 (Fin.forall_fin_two.2
        ⟨(by linarith : r < 1), (by linarith : 1 < s)⟩)) fun i => ?_
      fin_cases i
      exacts [secular_det c 0 d r (by linear_combination (r - 1) * er),
        secular_det c 0 d 1 (by ring),
        secular_det c 0 d s (by linear_combination (s - 1) * es)]
    have hg : gap (extended_isHermitian c 0 d) = 1 - r := by simp [gap, hl]
    linarith
  · intro hcd
    obtain ⟨r, s, hr, hs, er, es⟩ := secular_roots hd hc
    -- weak coupling keeps the lowered level above 0
    have hr0 : 0 < r := by
      by_contra hneg
      have h1 : 0 ≤ -r := by linarith
      nlinarith [sq_nonneg r, mul_nonneg h1 (show 0 ≤ 1 + d by linarith)]
    have hl : level (extended_isHermitian 0 c d) = ![0, r, s] := by
      refine level_eq _ (Fin.strictMono_iff_lt_succ.2 (Fin.forall_fin_two.2
        ⟨hr0, (by linarith : r < s)⟩)) fun i => ?_
      fin_cases i
      exacts [secular_det 0 c d 0 (by ring),
        secular_det 0 c d r (by linear_combination r * er),
        secular_det 0 c d s (by linear_combination s * es)]
    have hg : gap (extended_isHermitian 0 c d) = r := by simp [gap, hl]
    linarith

end

end VibrationalVariation
```

**Coupling to level 0.** The secular equation factorises into $x=1$ and $x(x-d)=c^2$. The levels are $r<1<s$ with $r<0$, so the gap is $1-r>1$.

**Coupling to level 1.** Now the factors are $x=0$ and $(x-1)(x-d)=c^2$, with $r<1$ and $s>d$. If $r\le0$, then $c^2=r^2-(1+d)r+d\ge d$, against $c^2<d$. So the levels are $0<r<s$, and the gap is $r<1$. The condition $c^2<d$ means that the coupling is too weak to push the upper level down to the lower one.

For $d=2$ and $c=1$ the gaps are $\sqrt2\approx1.41$ and $(3-\sqrt5)/2\approx0.38$.

```lean
#print axioms VibrationalVariation.level_le_delete
-- 'VibrationalVariation.level_le_delete' depends on axioms: [propext, Classical.choice, Quot.sound]
#print axioms VibrationalVariation.gap_not_variational
-- 'VibrationalVariation.gap_not_variational' depends on axioms: [propext, Classical.choice, Quot.sound]
```

## Enlarging a vibrational configuration-interaction basis

Such a calculation diagonalises the Hamiltonian in orthonormal products of one-mode functions. Raising the limit on the total number of quanta adds rows and columns. If the old matrix elements stay the same, each level $k$ of the smaller matrix falls or stays put. A fundamental is a difference of two levels. As long as both states keep their places in the order, it rises if the lower level falls more and drops if the upper level falls more. A new state that enters below an excited state can push that state up; the excited state then has a higher number $k$, so this does not contradict the theorem. When the ground and first excited states differ in symmetry, a symmetry-adapted new function couples to at most one of them, as in the three-level model.
